# The lattice Weizsäcker energy of a strictly positive one-particle density is a maximum over potentials

Suppose a density \(n\) is given on a grid, and one searches for the potential \(v\) that has it as ground-state density by raising \(E(v)-\sum_x v_xn_x\) step by step, where \(E(v)\) is the ground-state energy. If the maximum is known, the gap to it shows how much the value can still rise, though a small gap does not by itself mean that the potential is close to the best one. If no potential attains the least upper bound, the search can approach it but not reach it.

For one particle on a finite lattice with symmetric non-negative couplings, and a density that vanishes nowhere, the maximum exists and equals the gradient energy of \(\sqrt n\). The maximising potential is explicit and unique up to a constant. This gives a reference value for density-to-potential inversion in density-functional theory, restricted to a single particle on finitely many sites. Lieb's functional for interacting electrons has the same form, with a many-body ground-state energy in place of \(E(v)\).

## Energy of a real amplitude on finitely many sites

The sites form a finite set \(V\).

```lean
import Mathlib

open Finset

namespace LatticeWeizsaecker

noncomputable section

variable {V : Type*} [Fintype V]
```

A real amplitude \(u\) has the gradient energy

\[
A(u)=\tfrac12\sum_{x,y}t_{xy}(u_x-u_y)^2 .
\]

The factor \(\tfrac12\) makes each pair count once, and the diagonal \(t_{xx}\) drops out. On a grid of spacing \(a\), the coupling \(t_{xy}=\hbar^2/(2ma^2)\) between neighbours represents the kinetic energy of a particle of mass \(m\).

```lean
/-- The lattice gradient energy of a real amplitude `u`: for symmetric couplings `t`, the sum of
`t x y * (u x - u y) ^ 2` with each pair of sites counted once. -/
def hopping (t : V → V → ℝ) (u : V → ℝ) : ℝ :=
  (1 / 2) * ∑ x, ∑ y, t x y * (u x - u y) ^ 2
```

The name `hopping` covers all of \(A\), including its on-site terms; in tight-binding usage the word often means only the part \(-t_{xy}u_xu_y\). A potential \(v\) adds \(\sum_xv_xu_x^2\).

```lean
/-- The energy of the amplitude `u` in the external potential `v`. -/
def energy (t : V → V → ℝ) (v u : V → ℝ) : ℝ :=
  hopping t u + ∑ x, v x * u x ^ 2
```

The ground-state energy \(E(v)\) is the infimum of this energy over real \(u\) with \(\sum_xu_x^2=1\).

```lean
/-- The ground-state energy in the potential `v`: the infimum of the energy over real
normalised amplitudes. -/
def groundEnergy (t : V → V → ℝ) (v : V → ℝ) : ℝ :=
  sInf (energy t v '' {u | ∑ x, u x ^ 2 = 1})
```

The gradient energy \(A(\sqrt n)\) is the lattice Weizsäcker energy of the density \(n\). For a positive density, write \(r_x=\sqrt{n_x}\). The candidate for the best potential is

\[
w_x=\frac1{r_x}\sum_yt_{xy}(r_y-r_x),
\]

the lattice form of \(\hbar^2\nabla^2\sqrt n/(2m\sqrt n)\).

```lean
/-- The potential built from the density `n` by letting the lattice Laplacian act on `√n` and
dividing by `√n`; it is meant for strictly positive densities, and Lean's division by zero makes it
0 at sites where `n x ≤ 0`. -/
def densityPotential (t : V → V → ℝ) (n : V → ℝ) (x : V) : ℝ :=
  (∑ y, t x y * (√(n y) - √(n x))) / √(n x)
```

## The minimum exists and bounds every amplitude

The energy is a polynomial in the components of \(u\), hence continuous. The unit sphere is closed, and it is bounded because each \(|u_x|\le1\). On a non-empty lattice it is also non-empty, so the infimum is attained.

```lean
/-- On a non-empty finite lattice the ground-state energy is attained by a normalised
amplitude. -/
theorem groundEnergy_isLeast [Nonempty V] (t : V → V → ℝ) (v : V → ℝ) :
    IsLeast (energy t v '' {u | ∑ x, u x ^ 2 = 1}) (groundEnergy t v) := by
  classical
  have hcont : Continuous (fun u : V → ℝ => energy t v u) := by
    unfold energy hopping
    fun_prop
  -- the unit sphere is closed and bounded, hence compact
  have hclosed : IsClosed {u : V → ℝ | ∑ x, u x ^ 2 = 1} :=
    isClosed_eq (by fun_prop) continuous_const
  have hsub : {u : V → ℝ | ∑ x, u x ^ 2 = 1} ⊆ Metric.closedBall 0 1 := by
    intro u hu
    have hu' : ∑ x, u x ^ 2 = 1 := hu
    rw [mem_closedBall_zero_iff, pi_norm_le_iff_of_nonneg zero_le_one]
    intro x
    have h := single_le_sum (f := fun i => u i ^ 2) (fun i _ => sq_nonneg (u i)) (mem_univ x)
    rw [Real.norm_eq_abs, ← sq_le_one_iff_abs_le_one]
    exact h.trans hu'.le
  have hcomp := Metric.isCompact_of_isClosed_isBounded hclosed
    (Metric.isBounded_closedBall.subset hsub)
  have hne : {u : V → ℝ | ∑ x, u x ^ 2 = 1}.Nonempty := by
    obtain ⟨a⟩ := ‹Nonempty V›
    exact ⟨fun x => if x = a then 1 else 0, by simp [ite_pow]⟩
  exact (hcomp.image hcont).isLeast_sInf (hne.image _)
```

`IsLeast` says that `groundEnergy` is itself the energy of some normalised amplitude and that no normalised amplitude has a lower one.

Scaling \(u\) by \(c\) multiplies its energy by \(c^2\). Applying the minimum to \(u/\sqrt{\sum_xu_x^2}\) and multiplying back gives, for every \(u\),

\[
E(v)\sum_xu_x^2\le A(u)+\sum_xv_xu_x^2 .
\]

For \(u=0\) both sides vanish.

```lean
/-- Variational principle for amplitudes of any norm on a non-empty lattice: the energy is at
least the ground-state energy times the squared norm. -/
theorem groundEnergy_mul_le [Nonempty V] (t : V → V → ℝ) (v u : V → ℝ) :
    groundEnergy t v * ∑ x, u x ^ 2 ≤ energy t v u := by
  have hscale : ∀ c : ℝ, energy t v (fun x => c * u x) = c ^ 2 * energy t v u := by
    intro c
    simp only [energy, hopping, mul_add, mul_sum]
    congr 1
    · exact sum_congr rfl fun x _ => sum_congr rfl fun y _ => by ring
    · exact sum_congr rfl fun x _ => by ring
  by_cases hS : ∑ x, u x ^ 2 = 0
  · have hu : ∀ x, u x = 0 := fun x => (pow_eq_zero_iff two_ne_zero).1
      ((sum_eq_zero_iff_of_nonneg (fun i _ => sq_nonneg (u i))).1 hS x (mem_univ x))
    simp [energy, hopping, hu]
  · have hp : 0 < ∑ x, u x ^ 2 :=
      lt_of_le_of_ne (sum_nonneg fun i _ => sq_nonneg (u i)) (Ne.symm hS)
    have hmem : ∑ x, ((√(∑ z, u z ^ 2))⁻¹ * u x) ^ 2 = 1 := by
      simp only [mul_pow]
      rw [← mul_sum, inv_pow, Real.sq_sqrt hp.le, inv_mul_cancel₀ hS]
    have h1 := (groundEnergy_isLeast t v).2 ⟨_, hmem, rfl⟩
    rw [hscale, inv_pow, Real.sq_sqrt hp.le] at h1
    have h2 := mul_le_mul_of_nonneg_right h1 hp.le
    rwa [mul_right_comm, inv_mul_cancel₀ hS, one_mul] at h2
```

## In the potential \(w\) the energy is a sum of squares

Expanding the square for one pair of sites gives

\[
r_xr_y\Big(\frac{u_x}{r_x}-\frac{u_y}{r_y}\Big)^2=(u_x-u_y)^2+\Big(\frac{r_y}{r_x}-1\Big)u_x^2+\Big(\frac{r_x}{r_y}-1\Big)u_y^2 .
\]

Multiply by \(t_{xy}/2\) and sum over \(x\) and \(y\). The last two terms contribute equally, because exchanging \(x\) and \(y\) leaves \(t\) unchanged. Together they give \(\sum_xw_xu_x^2\), so

\[
A(u)+\sum_xw_xu_x^2=\tfrac12\sum_{x,y}t_{xy}r_xr_y\Big(\frac{u_x}{r_x}-\frac{u_y}{r_y}\Big)^2 .
\]

```lean
/-- Ground-state representation: for symmetric couplings and a strictly positive density `n`, the
energy in the potential built from `n` is a weighted sum of squared differences of `u / √n`. -/
theorem ground_state_representation {t : V → V → ℝ} {n : V → ℝ}
    (ht : ∀ x y, t x y = t y x) (hn : ∀ x, 0 < n x) (u : V → ℝ) :
    energy t (densityPotential t n) u =
      (1 / 2) * ∑ x, ∑ y, t x y * (√(n x) * √(n y)) * (u x / √(n x) - u y / √(n y)) ^ 2 := by
  have hw : ∀ x, √(n x) ≠ 0 := fun x => (Real.sqrt_pos.2 (hn x)).ne'
  have key : ∀ r a b c d : ℝ, a ≠ 0 → b ≠ 0 → r * (a * b) * (c / a - d / b) ^ 2 =
      r * (c - d) ^ 2 + r * (b / a - 1) * c ^ 2 + r * (a / b - 1) * d ^ 2 := by
    intro r a b c d ha hb
    field_simp
    ring
  have h1 : ∑ x, densityPotential t n x * u x ^ 2 =
      ∑ x, ∑ y, t x y * (√(n y) / √(n x) - 1) * u x ^ 2 := by
    refine sum_congr rfl fun x _ => ?_
    rw [densityPotential, sum_div, sum_mul]
    refine sum_congr rfl fun y _ => ?_
    rw [mul_div_assoc, sub_div, div_self (hw x)]
  -- exchange the two sites, using the symmetry of the couplings
  have h2 : ∑ x, ∑ y, t x y * (√(n y) / √(n x) - 1) * u x ^ 2 =
      ∑ x, ∑ y, t x y * (√(n x) / √(n y) - 1) * u y ^ 2 := by
    rw [sum_comm]
    exact sum_congr rfl fun x _ => sum_congr rfl fun y _ => by rw [ht y x]
  simp only [key _ _ _ _ _ (hw _) (hw _), sum_add_distrib]
  rw [energy, hopping, h1]
  linarith
```

In the proof, `key` is the pair identity and `h2` is the exchange of sites.

At \(u=r\) every difference on the right vanishes, which leaves

\[
\sum_xw_xn_x=-A(\sqrt n).
\]

```lean
/-- For symmetric couplings and a strictly positive density, the interaction of the density with
the potential built from it is minus the gradient energy of `√n`. -/
theorem densityPotential_pairing {t : V → V → ℝ} {n : V → ℝ}
    (ht : ∀ x y, t x y = t y x) (hn : ∀ x, 0 < n x) :
    ∑ x, densityPotential t n x * n x = -hopping t (fun x => √(n x)) := by
  have hd : ∀ x, √(n x) / √(n x) = 1 := fun x => div_self (Real.sqrt_pos.2 (hn x)).ne'
  have hs : ∀ x, √(n x) ^ 2 = n x := fun x => Real.sq_sqrt (hn x).le
  have h := ground_state_representation ht hn (fun x => √(n x))
  simp only [energy, hd, hs, sub_self, ne_eq, OfNat.ofNat_ne_zero, not_false_eq_true, zero_pow,
    mul_zero, sum_const_zero] at h
  linarith
```

## Only \(w\) plus a constant reaches the gradient energy

Let \(\sum_xn_x=1\).

First take \(v=w+c\) with a constant \(c\). For normalised \(u\) the energy is \(c\) plus the sum of squares above, which is non-negative because \(t\ge0\). Hence \(E(v)\ge c\). Since \(\sum_xv_xn_x=c-A(\sqrt n)\), we get \(E(v)-\sum_xv_xn_x\ge A(\sqrt n)\). The trial amplitude \(\sqrt n\) gives the opposite inequality.

Conversely, let \(v\) satisfy \(E(v)-\sum_xv_xn_x=A(\sqrt n)\), and put \(g_x=v_x-w_x-E(v)\). Then

\[
\sum_xn_xg_x=\sum_xv_xn_x+A(\sqrt n)-E(v)=0 .
\]

Insert \(u_x=r_x(1+sg_x)\), with \(s\) real, into the bound for arbitrary amplitudes. With \(Q=\tfrac12\sum_{x,y}t_{xy}r_xr_y(g_x-g_y)^2\) it becomes

\[
0\le s^2Q+\sum_xn_xg_x(1+sg_x)^2=s^2\Big(Q+\sum_xn_xg_x^3\Big)+2s\sum_xn_xg_x^2 .
\]

A quadratic in \(s\) that is never negative and has no constant term has no linear term either. So \(\sum_xn_xg_x^2=0\), and since every \(n_x>0\), \(g=0\). Thus \(v=w+E(v)\).

```lean
/-- For symmetric non-negative couplings and a strictly positive normalised density, a potential `v`
has ground-state energy minus interaction with `n` equal to the gradient energy of `√n` exactly when
`v` is the potential built from `n` plus a constant. -/
theorem optimal_iff {t : V → V → ℝ} {n : V → ℝ} (ht : ∀ x y, t x y = t y x)
    (ht0 : ∀ x y, 0 ≤ t x y) (hn : ∀ x, 0 < n x) (h1 : ∑ x, n x = 1) (v : V → ℝ) :
    groundEnergy t v - ∑ x, v x * n x = hopping t (fun x => √(n x)) ↔
      ∃ c, ∀ x, v x = densityPotential t n x + c := by
  have : Nonempty V := by
    rcases isEmpty_or_nonempty V with h | h
    · simp at h1
    · exact h
  have hs : ∀ x, √(n x) ^ 2 = n x := fun x => Real.sq_sqrt (hn x).le
  have hval := densityPotential_pairing ht hn
  have hshift : ∀ u : V → ℝ, energy t v u = energy t (densityPotential t n) u +
      ∑ x, (v x - densityPotential t n x) * u x ^ 2 := by
    intro u
    simp only [energy, sub_mul, sum_sub_distrib]
    ring
  constructor
  · intro hopt
    obtain ⟨g, hg⟩ : ∃ g : V → ℝ, ∀ x, g x = v x - densityPotential t n x - groundEnergy t v :=
      ⟨_, fun _ => rfl⟩
    have hg0 : ∑ x, n x * g x = 0 := by
      have h : ∑ x, n x * g x = ∑ x, v x * n x - ∑ x, densityPotential t n x * n x
          - groundEnergy t v * ∑ x, n x := by
        rw [mul_sum, ← sum_sub_distrib, ← sum_sub_distrib]
        exact sum_congr rfl fun x _ => by rw [hg]; ring
      rw [h, hval, h1]
      linarith
    -- vary the amplitude around `√n` in the direction `√n * g`
    have hq : ∀ s : ℝ, 0 ≤ ((1 / 2) * ∑ x, ∑ y, t x y * (√(n x) * √(n y)) * (g x - g y) ^ 2
        + ∑ x, n x * g x ^ 3) * (s * s) + (2 * ∑ x, n x * g x ^ 2) * s + 0 := by
      intro s
      obtain ⟨u, hu⟩ : ∃ u : V → ℝ, ∀ x, u x = √(n x) * (1 + s * g x) := ⟨_, fun _ => rfl⟩
      have hux : ∀ x, u x / √(n x) = 1 + s * g x := fun x => by
        rw [hu, mul_div_cancel_left₀ _ (Real.sqrt_pos.2 (hn x)).ne']
      have hE : energy t (densityPotential t n) u = s ^ 2 *
          ((1 / 2) * ∑ x, ∑ y, t x y * (√(n x) * √(n y)) * (g x - g y) ^ 2) := by
        rw [ground_state_representation ht hn]
        simp only [hux, mul_sum]
        exact sum_congr rfl fun x _ => sum_congr rfl fun y _ => by ring
      have hG : ∑ x, (v x - densityPotential t n x) * u x ^ 2 - groundEnergy t v * ∑ x, u x ^ 2
          = 2 * s * ∑ x, n x * g x ^ 2 + s ^ 2 * ∑ x, n x * g x ^ 3 := by
        calc _ = ∑ x, (n x * g x + 2 * s * (n x * g x ^ 2) + s ^ 2 * (n x * g x ^ 3)) := by
              rw [mul_sum, ← sum_sub_distrib]
              refine sum_congr rfl fun x _ => ?_
              rw [hu, mul_pow, hs]
              linear_combination (-(n x * (1 + s * g x) ^ 2)) * hg x
          _ = _ := by
              rw [sum_add_distrib, sum_add_distrib, ← mul_sum, ← mul_sum, hg0]
              ring
      have hb := groundEnergy_mul_le t v u
      rw [hshift, hE] at hb
      linarith
    -- a non-negative quadratic without constant term has no linear term
    have hdisc := discrim_le_zero hq
    rw [discrim] at hdisc
    have hP : ∑ x, n x * g x ^ 2 = 0 := by nlinarith [sq_nonneg (∑ x, n x * g x ^ 2)]
    refine ⟨groundEnergy t v, fun x => ?_⟩
    have hx := (sum_eq_zero_iff_of_nonneg
      (fun i _ => mul_nonneg (hn i).le (sq_nonneg (g i)))).1 hP x (mem_univ x)
    have hgx : g x = 0 :=
      (pow_eq_zero_iff two_ne_zero).1 ((mul_eq_zero.1 hx).resolve_left (hn x).ne')
    linarith [hg x]
  · rintro ⟨c, hc⟩
    have hup := groundEnergy_mul_le t v (fun x => √(n x))
    simp only [energy, hs, h1, mul_one] at hup
    obtain ⟨u, hu, hE⟩ := (groundEnergy_isLeast t v).1
    have hu' : ∑ x, u x ^ 2 = 1 := hu
    have hcu : ∑ x, (v x - densityPotential t n x) * u x ^ 2 = c := by
      simp only [hc, add_sub_cancel_left]
      rw [← mul_sum, hu', mul_one]
    have hvn : ∑ x, v x * n x = -hopping t (fun x => √(n x)) + c := by
      simp only [hc, add_mul, sum_add_distrib]
      rw [← mul_sum, h1, mul_one, hval]
    have hpos : 0 ≤ energy t (densityPotential t n) u := by
      rw [ground_state_representation ht hn]
      exact mul_nonneg (by norm_num) (sum_nonneg fun x _ => sum_nonneg fun y _ =>
        mul_nonneg (mul_nonneg (ht0 x y) (by positivity)) (sq_nonneg _))
    rw [hshift, hcu] at hE
    linarith
```

The hypotheses `ht`, `ht0`, `hn` and `h1` are symmetry, non-negative couplings, strict positivity and normalisation. The inequality for the quadratic is `hq`, and `discrim_le_zero` removes its linear term. The lattice need not be connected: a single constant serves all its parts.

## The maximum over all potentials

For any \(v\), the normalised trial amplitude \(\sqrt n\) gives \(E(v)\le A(\sqrt n)+\sum_xv_xn_x\). The potential \(w\) turns this into an equality, so

\[
A(\sqrt n)=\max_v\Big[E(v)-\sum_xv_xn_x\Big].
\]

```lean
/-- Lattice Weizsäcker–Lieb duality: for symmetric non-negative couplings and a strictly positive
normalised density `n`, the gradient energy of `√n` is the maximum over all potentials of the
ground-state energy minus the interaction of the potential with `n`. -/
theorem weizsaecker_lieb_duality {t : V → V → ℝ} {n : V → ℝ} (ht : ∀ x y, t x y = t y x)
    (ht0 : ∀ x y, 0 ≤ t x y) (hn : ∀ x, 0 < n x) (h1 : ∑ x, n x = 1) :
    IsGreatest (Set.range fun v : V → ℝ => groundEnergy t v - ∑ x, v x * n x)
      (hopping t (fun x => √(n x))) := by
  refine ⟨⟨densityPotential t n, (optimal_iff ht ht0 hn h1 _).2 ⟨0, by simp⟩⟩, ?_⟩
  rintro _ ⟨v, rfl⟩
  have : Nonempty V := by
    rcases isEmpty_or_nonempty V with h | h
    · simp at h1
    · exact h
  -- `√n` is a trial amplitude for every potential
  have h := groundEnergy_mul_le t v (fun x => √(n x))
  have hs : ∀ x, √(n x) ^ 2 = n x := fun x => Real.sq_sqrt (hn x).le
  simp only [energy, hs, h1, mul_one] at h
  show groundEnergy t v - ∑ x, v x * n x ≤ _
  linarith
```

`Set.range` collects the values for all real functions `v` on the sites, and `IsGreatest` says that \(A(\sqrt n)\) is one of these values and bounds the rest. The step from here to a particle in continuous space, a limit of vanishing grid spacing, is left open.

Take two sites, numbered 0 and 1, with \(t_{01}=1\) and \(n=(\tfrac45,\tfrac15)\). Then \(\sqrt n=(2,1)/\sqrt5\) and \(A(\sqrt n)=\tfrac15\). The potential is \(w=(-\tfrac12,1)\), with \(\sum_xw_xn_x=-\tfrac25+\tfrac15=-\tfrac15\). The energy in \(w\) belongs to the matrix

\[
\begin{pmatrix}\tfrac12&-1\\-1&2\end{pmatrix},
\]

whose eigenvalues are \(0\) and \(\tfrac52\). So \(E(w)=0\), and \(E(w)-\sum_xw_xn_x=\tfrac15\), as required. The zero potential gives only \(0\).

The matrix suggests another model: define \(E(v)\) as the lowest eigenvalue of the real symmetric matrix with diagonal entries \(v_x+\sum_{y\ne x}t_{xy}\) and off-diagonal entries \(-t_{xy}\). The number is the same, and complex amplitudes are then included. The spectral theorem would replace the compactness argument.

## An empty site can rule out a maximising potential

Keep the two sites with unit coupling, but put \(n=(1,0)\). Now \(A(\sqrt n)=1\) and \(\sum_xv_xn_x=v_0\). If some \(v\) reached the value 1 or more, then \(E(v)\ge1+v_0\). The amplitude \((k,1)\), which is \((k,1)/\sqrt{k^2+1}\) when normalised, would give

\[
(1+v_0)(k^2+1)\le(k-1)^2+v_0k^2+v_1,
\]

that is, \(2k\le v_1-v_0\). This fails for large \(k\): a small admixture of the empty site lowers the energy.

```lean
/-- On two sites with unit coupling and all density on the first site, every potential gives a value
of the ground-state energy minus its interaction with the density that is strictly below the
gradient energy of `√n`. -/
theorem not_attained_at_empty_site (v : Fin 2 → ℝ) :
    groundEnergy (fun _ _ => 1) v - ∑ x, v x * (![1, 0] : Fin 2 → ℝ) x <
      hopping (fun _ _ => 1) (fun x => √((![1, 0] : Fin 2 → ℝ) x)) := by
  have hA : hopping (fun _ _ => 1) (fun x => √((![1, 0] : Fin 2 → ℝ) x)) = 1 := by
    norm_num [hopping, Fin.sum_univ_two]
  have hB : ∑ x, v x * (![1, 0] : Fin 2 → ℝ) x = v 0 := by
    simp [Fin.sum_univ_two]
  rw [hA, hB]
  obtain ⟨k, hk⟩ : ∃ k : ℝ, v 1 - v 0 < 2 * k :=
    ⟨|v 1 - v 0| + 1, by linarith [le_abs_self (v 1 - v 0), abs_nonneg (v 1 - v 0)]⟩
  -- a small admixture of the empty site lowers the energy
  have h := groundEnergy_mul_le (fun _ _ => 1) v ![k, 1]
  simp only [energy, hopping, Fin.sum_univ_two, Matrix.cons_val_zero, Matrix.cons_val_one,
    Matrix.cons_val_fin_one] at h
  by_contra hcon
  have hcon' : 1 + v 0 ≤ groundEnergy (fun _ _ => 1) v := by linarith [not_lt.1 hcon]
  have h2 := mul_le_mul_of_nonneg_right hcon' (by positivity : (0 : ℝ) ≤ k ^ 2 + 1 ^ 2)
  linarith

end

end LatticeWeizsaecker
```

Strict positivity therefore can't be weakened to \(n_x\ge0\) in the duality. A separate eigenvalue calculation, not part of the Lean development, gives the value \(1+\tfrac d2-\sqrt{1+\tfrac{d^2}{4}}\) with \(d=v_1-v_0\). It increases with \(d\) and approaches 1 only as \(d\to\infty\), so a numerical search whose values approach 1 drives the difference \(v_1-v_0\) up without bound.

```lean
#print axioms LatticeWeizsaecker.weizsaecker_lieb_duality
#print axioms LatticeWeizsaecker.not_attained_at_empty_site
```

```
'LatticeWeizsaecker.weizsaecker_lieb_duality' depends on axioms: [propext, Classical.choice, Quot.sound]
'LatticeWeizsaecker.not_attained_at_empty_site' depends on axioms: [propext, Classical.choice, Quot.sound]
```
